# With energies $n$ and $\ln(g_n)/n \to c > 0$, the partition sum converges for $T < 1/c$ and diverges for $T > 1/c$

The partition sum is taken here over energy levels, not over individual quantum states. Level $n = 0, 1, 2, \dots$ has energy $n$ and contains $g_n$ states, so its total Boltzmann weight at inverse temperature $b$ is

$$w_n(b) = g_n\, e^{-bn}.$$

All terms are non-negative, so grouping the states into levels doesn't affect convergence. In Lean the degeneracy is a function `g : ℕ → ℕ`, because it counts states, and `levelWeight g b n` is the real number $w_n(b)$. Convergence is expressed by `Summable (levelWeight g b)`; no value of the partition function is computed.

Energies are measured in units of the level spacing $\varepsilon$ and $k_B = 1$. In ordinary units $b = \varepsilon/(k_B T)$. The spectrum is infinite and exactly evenly spaced, with the ground state at zero energy.

```lean
import Mathlib

open Filter Topology

namespace HagedornTemperature

noncomputable section

/-- Boltzmann weight of the whole level `n`, with energy `n` and degeneracy `g n`,
at inverse temperature `b`. -/
def levelWeight (g : ℕ → ℕ) (b : ℝ) (n : ℕ) : ℝ := g n * Real.exp (-b * n)
```

Two assumptions about the spectrum are collected in `HasHagedornRate g c`: the field `pos` says that every $g_n$ is positive, and `growth` says that $\ln(g_n)/n$ tends to the real number $c$.

```lean
/-- Every level is occupied by at least one state, and the logarithm of the degeneracy
per unit energy tends to `c`. -/
structure HasHagedornRate (g : ℕ → ℕ) (c : ℝ) : Prop where
  pos : ∀ n, 0 < g n
  growth : Tendsto (fun n : ℕ => Real.log (g n) / n) atTop (𝓝 c)
```

The name Hagedorn belongs to a limiting temperature for systems whose density of states grows exponentially, as in models of hadrons and strings. The exponential growth is an assumption here, not derived from any such model, and the conclusion concerns convergence of a sum, not the nature of a phase transition.

## No level is empty

Physically, `pos` excludes gaps in the ladder of energies. In the derivation it allows the degeneracy to be written as the exponential of an entropy, $g_n = e^{\ln g_n}$, which gives

$$w_n(b) = e^{\ln g_n - bn}.$$

The exponent is the entropy of the level minus $b$ times its energy, and away from the threshold $b = c$ the question is which of the two wins at large $n$.

The lemma `levelWeight_eq_exp` is this identity. It carries positivity from the integers to the reals and applies `Real.exp_log`, which needs a positive argument.

Without `pos` the theorem `hagedorn_transition` below, which allows $c = 0$, would be false as formalised: Lean sets $\ln 0 = 0$, so the empty spectrum $g_n = 0$ would satisfy the growth condition with $c = 0$, yet its sum converges for every $b$, including $b < 0$. For $c > 0$ the growth condition by itself makes $g_n$ positive at large $n$.

```lean
/-- The weight of a non-empty level is `exp (S - b * n)`, where `S` is the logarithm of its
degeneracy and `n` its energy. -/
theorem levelWeight_eq_exp {g : ℕ → ℕ} {n : ℕ} (hg : 0 < g n) (b : ℝ) :
    levelWeight g b n = Real.exp (Real.log (g n) - b * n) := by
  have h : (0 : ℝ) < g n := by exact_mod_cast hg
  rw [levelWeight, sub_eq_add_neg, Real.exp_add, Real.exp_log h, neg_mul]
```

## The entropy per unit energy has a limit

The constant $c$ is the limit of the ratio of a level's entropy to its energy at high excitation. Since $g_n \ge 1$, it can't be negative. The condition fixes only the leading exponential behaviour: degeneracies $e^{cn}$ multiplied by a power of $n$ have the same $c$.

By hand, the limit is used only through its consequences for large $n$. If $a > c$, there is an $N \geq 1$ such that $\ln(g_n)/n < a$, and hence $\ln g_n < an$, for all $n \ge N$. If $a < c$, then likewise $\ln g_n > an$ for all sufficiently large $n$.

The proof turns on Lean's version of "for all sufficiently large $n$". A statement holds eventually along the filter `atTop` when some $N$ exists beyond which it is always true. The terms `h.growth.eventually_lt_const` and `h.growth.eventually_const_lt` turn the limit into the two eventual inequalities above. The tactic `filter_upwards` then combines such an inequality with the eventual fact $n > 0$ and leaves a goal about a single $n$ at which both hold. No $N$ has to be named, and no maximum of two thresholds has to be taken. This works because the comparison lemmas used below also accept bounds that hold only eventually.

Without a finite limit there may be no threshold at all. For $g_n = 2^{n^2}$ the ratio $\ln(g_n)/n = n \ln 2$ is unbounded, and the partition sum diverges at every real $b$.

## An inverse temperature above $c$

The hypothesis $b > c$ says that the Boltzmann factor falls faster than the degeneracy rises. Choose $a$ with $c < a < b$. For large $n$ we have $\ln g_n < an$, so for every integer $k \ge 0$

$$n^k w_n(b) = n^k e^{\ln g_n - bn} \le n^k e^{-(b-a)n}.$$

The right-hand side is summable by the ratio test: successive terms have ratio $\left(\frac{n+1}{n}\right)^k e^{-(b-a)}$, which tends to $e^{-(b-a)} < 1$. Finitely many early terms don't affect convergence. The case $k = 0$ is the partition sum, and $k = 1$ is the numerator of the mean energy.

In `summable_energy_moment`, `exists_between` supplies $a$, and `Summable.of_norm_bounded_eventually_nat` is the comparison test. The summable majorant comes from `Real.summable_pow_mul_exp_neg_nat_mul`. After the division by $n$ has been cleared, `nlinarith` compares the exponents and monotonicity of the exponential finishes the bound.

The strict inequality provides the room for $a$. With $b = c$ there is no such room, and the last two spectra below show that either outcome is then possible.

```lean
/-- For `b > c` the Boltzmann sum of every power of the energy converges. -/
theorem summable_energy_moment {g : ℕ → ℕ} {c b : ℝ} (h : HasHagedornRate g c)
    (hb : c < b) (k : ℕ) : Summable (fun n : ℕ => (n : ℝ) ^ k * levelWeight g b n) := by
  obtain ⟨a, hca, hab⟩ := exists_between hb
  -- compare with the exponentially damped power at the rate `b - a`
  refine Summable.of_norm_bounded_eventually_nat
    (Real.summable_pow_mul_exp_neg_nat_mul k (sub_pos.mpr hab)) ?_
  filter_upwards [h.growth.eventually_lt_const hca, eventually_gt_atTop 0] with n hn hpos
  have hn0 : (0 : ℝ) < n := by exact_mod_cast hpos
  rw [div_lt_iff₀ hn0] at hn
  rw [levelWeight_eq_exp (h.pos n), Real.norm_of_nonneg (by positivity)]
  exact mul_le_mul_of_nonneg_left (Real.exp_le_exp.mpr (by nlinarith)) (by positivity)
```

## An inverse temperature below $c$

Now the entropy wins. Choose $a$ with $b < a < c$. For large $n$ we have $\ln g_n > an$, so

$$w_n(b) = e^{\ln g_n - bn} \ge e^{(a-b)n} \to \infty.$$

The terms of a convergent series tend to zero, so these weights can't be summable. The weights eventually exceed any given bound, and no normalised canonical distribution exists.

The lemma `levelWeight_tendsto_atTop` follows the same route. It first proves that $e^{(a-b)n}$ diverges, then transfers the divergence to the larger sequence with `tendsto_atTop_mono'`.

```lean
/-- For `b < c` the weights of the levels grow without bound. -/
theorem levelWeight_tendsto_atTop {g : ℕ → ℕ} {c b : ℝ} (h : HasHagedornRate g c)
    (hb : b < c) : Tendsto (levelWeight g b) atTop atTop := by
  obtain ⟨a, hba, hac⟩ := exists_between hb
  have hexp : Tendsto (fun n : ℕ => Real.exp ((a - b) * (n : ℝ))) atTop atTop :=
    Real.tendsto_exp_atTop.comp
      (tendsto_natCast_atTop_atTop.const_mul_atTop (sub_pos.mpr hba))
  -- the entropy eventually exceeds `a * n`
  refine tendsto_atTop_mono' atTop ?_ hexp
  filter_upwards [h.growth.eventually_const_lt hac, eventually_gt_atTop 0] with n hn hpos
  have hn0 : (0 : ℝ) < n := by exact_mod_cast hpos
  rw [lt_div_iff₀ hn0] at hn
  rw [levelWeight_eq_exp (h.pos n)]
  exact Real.exp_le_exp.mpr (by nlinarith)
```

The theorem `hagedorn_transition` joins the two regimes: given `HasHagedornRate g c`, the weights are summable for every real $b > c$ and not summable for every real $b < c$. Its first half is the moment result at $k = 0$. Its second half sets the divergence of the weights against `hs.tendsto_atTop_zero`, the fact that summable terms tend to zero.

```lean
/-- The partition sum converges at every inverse temperature above the growth rate `c`
and diverges at every inverse temperature below it. -/
theorem hagedorn_transition {g : ℕ → ℕ} {c : ℝ} (h : HasHagedornRate g c) :
    (∀ b, c < b → Summable (levelWeight g b)) ∧
      (∀ b, b < c → ¬ Summable (levelWeight g b)) := by
  refine ⟨fun b hb => ?_, fun b hb hs => ?_⟩
  · simpa using summable_energy_moment h hb 0
  · exact not_tendsto_nhds_of_tendsto_atTop (levelWeight_tendsto_atTop h hb) 0
      hs.tendsto_atTop_zero
```

For a quantum Hamiltonian with this evenly spaced spectrum and these degeneracies, the theorem tells on which side of $c$ the Gibbs operator $e^{-bH}$ has a finite trace. A simulation that truncates the same spectrum always obtains a finite sum, so for $b < c$ the divergence appears only as growth with the cutoff.

## Positive growth rate and positive temperature

To speak of a temperature, set $b = 1/T$ with $T > 0$, and assume $c > 0$, which means that the degeneracies really do grow exponentially. For positive numbers, taking reciprocals reverses inequalities:

$$T < \frac1c \iff c < \frac1T, \qquad T > \frac1c \iff \frac1T < c.$$

The threshold is therefore $T_H = 1/c$, or $\varepsilon/(k_B c)$ in ordinary units. The theorem `hagedorn_temperature` makes this translation with `lt_one_div` and `one_div_lt`, which is where `hc` and `hT` are used.

If $c = 0$, there is no finite limiting temperature. The one-dimensional harmonic oscillator, with $g_n = 1$ and energies counted from the ground state, is an example: its partition sum converges at every positive temperature.

```lean
/-- For `c > 0` the partition sum at temperature `T > 0` (with Boltzmann constant one)
converges if `T < 1 / c` and diverges if `T > 1 / c`. -/
theorem hagedorn_temperature {g : ℕ → ℕ} {c T : ℝ} (h : HasHagedornRate g c)
    (hc : 0 < c) (hT : 0 < T) :
    (T < 1 / c → Summable (levelWeight g (1 / T))) ∧
      (1 / c < T → ¬ Summable (levelWeight g (1 / T))) :=
  ⟨fun hlt => (hagedorn_transition h).1 _ ((lt_one_div hT hc).mp hlt),
    fun hgt => (hagedorn_transition h).2 _ ((one_div_lt hc hT).mp hgt)⟩
```

## At $b = c$ the growth rate doesn't decide

Two spectra with the same rate $c = \ln 2$ behave differently at the threshold. They also show that the assumptions in `HasHagedornRate` can be satisfied.

For $g_n = 2^n$, the ratio $\ln(g_n)/n$ equals $\ln 2$ for every $n \ge 1$. At $b = \ln 2$ each weight is

$$2^n e^{-n\ln 2} = 1,$$

so the sum diverges. The proof of `doubling_diverges_at_threshold` identifies the weights with the constant function 1. If they were summable, that constant would tend to zero, and uniqueness of limits would give $1 = 0$.

```lean
/-- The spectrum with degeneracies `2 ^ n` has growth rate `log 2`, and its partition sum
diverges at `b = log 2`. -/
theorem doubling_diverges_at_threshold :
    HasHagedornRate (fun n => 2 ^ n) (Real.log 2) ∧
      ¬ Summable (levelWeight (fun n => 2 ^ n) (Real.log 2)) := by
  have hr : HasHagedornRate (fun n => 2 ^ n) (Real.log 2) := by
    refine ⟨fun n => by positivity, tendsto_const_nhds.congr' ?_⟩
    filter_upwards [eventually_gt_atTop 0] with n hn
    have hn0 : (n : ℝ) ≠ 0 := by exact_mod_cast hn.ne'
    push_cast
    rw [Real.log_pow]
    field_simp
  refine ⟨hr, fun hs => ?_⟩
  -- every level has weight one
  have h1 : levelWeight (fun n => 2 ^ n) (Real.log 2) = fun _ => (1 : ℝ) := by
    funext n
    rw [levelWeight_eq_exp (hr.pos n)]
    push_cast
    rw [Real.log_pow, mul_comm, sub_self, Real.exp_zero]
  rw [h1] at hs
  have h2 : (1 : ℝ) = 0 := tendsto_nhds_unique tendsto_const_nhds hs.tendsto_atTop_zero
  exact one_ne_zero h2
```

The second spectrum suppresses the degeneracy at large $n$ by a factor that grows as the square of the energy:

$$s_n = \left\lfloor \frac{2^n}{(n+1)^2} \right\rfloor + 1.$$

The added 1 keeps every level occupied. In `suppressedDegeneracy` the floor is division of natural numbers.

```lean
/-- Degeneracy equal to one plus the integer part of `2 ^ n / (n + 1) ^ 2`. -/
def suppressedDegeneracy (n : ℕ) : ℕ := 2 ^ n / (n + 1) ^ 2 + 1
```

Since a number lies between its floor and its floor plus one,

$$\frac{2^n}{(n+1)^2} \le s_n \le \frac{2^n}{(n+1)^2} + 1.$$

The lemma `suppressedDegeneracy_bounds` states the lower bound with the denominator multiplied out.

```lean
/-- The suppressed degeneracy lies between `2 ^ n / (n + 1) ^ 2` and that value plus one. -/
theorem suppressedDegeneracy_bounds (n : ℕ) :
    (2 : ℝ) ^ n ≤ ((n : ℝ) + 1) ^ 2 * suppressedDegeneracy n ∧
      (suppressedDegeneracy n : ℝ) ≤ 2 ^ n / ((n : ℝ) + 1) ^ 2 + 1 := by
  constructor
  · have h : 2 ^ n ≤ (n + 1) ^ 2 * suppressedDegeneracy n :=
      (Nat.lt_mul_div_succ (2 ^ n) (by positivity)).le
    exact_mod_cast h
  · have h := Nat.cast_div_le (α := ℝ) (m := 2 ^ n) (n := (n + 1) ^ 2)
    unfold suppressedDegeneracy
    push_cast at h ⊢
    linarith
```

For the growth rate, take the logarithm of the lower bound. For an upper bound, use $s_n \le 2^n + 1 \le 2^{n+1}$. Dividing by $n \ge 1$ gives

$$\ln 2 - \frac{2\ln(n+1)}{n} \le \frac{\ln s_n}{n} \le \ln 2 + \frac{\ln 2}{n}.$$

Both outer expressions tend to $\ln 2$, so the middle one does too. At $b = \ln 2$ the weights satisfy

$$s_n 2^{-n} \le \frac{1}{(n+1)^2} + 2^{-n},$$

and both terms on the right are summable.

In `suppressed_converges_at_threshold`, `hlo` and `hhi` are the limits of the outer expressions, and `tendsto_of_tendsto_of_tendsto_of_le_of_le'` is the squeeze argument, again with bounds needed only eventually. The summability part rewrites the Boltzmann factor as $2^{-n}$ and compares the weights with the shifted inverse-square series plus the geometric series.

```lean
/-- The suppressed spectrum also has growth rate `log 2`, but its partition sum
converges at `b = log 2`. -/
theorem suppressed_converges_at_threshold :
    HasHagedornRate suppressedDegeneracy (Real.log 2) ∧
      Summable (levelWeight suppressedDegeneracy (Real.log 2)) := by
  have hpos : ∀ n, 0 < suppressedDegeneracy n := fun n => Nat.succ_pos _
  refine ⟨⟨hpos, ?_⟩, ?_⟩
  · -- the power of `n + 1` doesn't change the limit of the entropy per unit energy
    have hshift : Tendsto (fun n : ℕ => (n : ℝ) + 1) atTop atTop :=
      tendsto_atTop_add_const_right _ _ tendsto_natCast_atTop_atTop
    have hlog : Tendsto (fun n : ℕ => Real.log ((n : ℝ) + 1) / n) atTop (𝓝 0) := by
      refine ((Real.tendsto_pow_log_div_mul_add_atTop 1 (-1) 1 one_ne_zero).comp
        hshift).congr (fun n => ?_)
      simp
    have hlo := (hlog.const_mul 2).const_sub (Real.log 2)
    rw [mul_zero, sub_zero] at hlo
    have hhi := (tendsto_const_div_atTop_nhds_zero_nat (Real.log 2)).const_add (Real.log 2)
    rw [add_zero] at hhi
    refine tendsto_of_tendsto_of_tendsto_of_le_of_le' hlo hhi ?_ ?_
    · filter_upwards [eventually_gt_atTop 0] with n hn
      have hn0 : (0 : ℝ) < n := by exact_mod_cast hn
      have hg : (0 : ℝ) < suppressedDegeneracy n := by exact_mod_cast hpos n
      have h := Real.log_le_log (by positivity) (suppressedDegeneracy_bounds n).1
      rw [Real.log_pow, Real.log_mul (by positivity) hg.ne', Real.log_pow] at h
      push_cast at h
      have e : Real.log ((n : ℝ) + 1) / n * n = Real.log ((n : ℝ) + 1) :=
        div_mul_cancel₀ _ hn0.ne'
      rw [le_div_iff₀ hn0]
      nlinarith
    · filter_upwards [eventually_gt_atTop 0] with n hn
      have hn0 : (0 : ℝ) < n := by exact_mod_cast hn
      have hg : (0 : ℝ) < suppressedDegeneracy n := by exact_mod_cast hpos n
      have hle : suppressedDegeneracy n ≤ 2 ^ (n + 1) := by
        have h1 : 2 ^ n / (n + 1) ^ 2 ≤ 2 ^ n := Nat.div_le_self _ _
        have h2 : 1 ≤ 2 ^ n := Nat.one_le_two_pow
        unfold suppressedDegeneracy
        rw [pow_succ 2 n]
        linarith
      have hle' : (suppressedDegeneracy n : ℝ) ≤ 2 ^ (n + 1) := by exact_mod_cast hle
      have h := Real.log_le_log hg hle'
      rw [Real.log_pow] at h
      push_cast at h
      have e : Real.log 2 / n * n = Real.log 2 := div_mul_cancel₀ _ hn0.ne'
      rw [div_le_iff₀ hn0]
      nlinarith
  · -- the weights are bounded by an inverse square plus a geometric term
    have h0 : Summable (fun n : ℕ => 1 / (n : ℝ) ^ 2) :=
      Real.summable_one_div_nat_pow.mpr one_lt_two
    have h1 : Summable (fun n : ℕ => 1 / ((n : ℝ) + 1) ^ 2) := by
      simpa using (summable_nat_add_iff 1).mpr h0
    refine Summable.of_nonneg_of_le (fun n => ?_) (fun n => ?_)
      (h1.add summable_geometric_two)
    · unfold levelWeight
      positivity
    · have he : Real.exp (-Real.log 2 * n) = ((2 : ℝ) ^ n)⁻¹ := by
        rw [neg_mul, Real.exp_neg, mul_comm, Real.exp_nat_mul, Real.exp_log two_pos]
      rw [levelWeight, he]
      calc (suppressedDegeneracy n : ℝ) * ((2 : ℝ) ^ n)⁻¹
          ≤ (2 ^ n / ((n : ℝ) + 1) ^ 2 + 1) * ((2 : ℝ) ^ n)⁻¹ :=
            mul_le_mul_of_nonneg_right (suppressedDegeneracy_bounds n).2 (by positivity)
        _ = 1 / ((n : ℝ) + 1) ^ 2 + (1 / 2) ^ n := by
            rw [one_div_pow]
            field_simp

end

end HagedornTemperature
```

```lean
#print axioms HagedornTemperature.hagedorn_temperature
#print axioms HagedornTemperature.doubling_diverges_at_threshold
#print axioms HagedornTemperature.suppressed_converges_at_threshold
```

```
'HagedornTemperature.hagedorn_temperature' depends on axioms: [propext, Classical.choice, Quot.sound]
'HagedornTemperature.doubling_diverges_at_threshold' depends on axioms: [propext, Classical.choice, Quot.sound]
'HagedornTemperature.suppressed_converges_at_threshold' depends on axioms: [propext, Classical.choice, Quot.sound]
```
